# Two radial channels with nonzero reduced functions at the nucleus share a cusp-removing Jastrow factor exactly when their ratios Z/(l+1) agree

The theorem `common_jastrow_iff` concerns one-particle radial equations in two channels `l` and `m`, whose energies and potentials may differ, with r V(r) tending to -`Zl` and -`Zm` at the nucleus. The solutions `fl` and `fm` are reduced radial functions, with the factor r^l or r^m taken out; they are twice continuously differentiable and nonzero at r = 0, and need not be normalised. The claim is that one factor exp(J), with J differentiable from the right at r = 0, can leave both quotients `fl`/exp(J) and `fm`/exp(J) with zero slope there if and only if `Zl/(l+1) = Zm/(m+1)`. For the forward direction, the proof uses `removesCusp_iff` to find the slope of J from each channel and compares the two values; for the converse, it takes a linear J with the common slope.

The first attempt, which Lean rejects:

```lean
import Mathlib

open Set Filter Topology

namespace CommonJastrowIff

noncomputable section

/-- `f` is a twice continuously differentiable solution of the reduced radial equation at energy
`E`, in a channel whose potential `V` behaves at the nucleus like that of a charge `Z`:
`r V(r)` tends to `-Z`. -/
structure IsChannelSolution (l : ℕ) (Z E : ℝ) (V f : ℝ → ℝ) : Prop where
  smooth : ContDiff ℝ 2 f
  charge : Tendsto (fun r => r * V r) (𝓝[>] 0) (𝓝 (-Z))
  eqn : ∀ r > 0, r * deriv (deriv f) r + 2 * (l + 1) * deriv f r
    + 2 * r * (E - V r) * f r = 0

/-- The Jastrow factor `exp J` removes the cusp of `f`: for `r ≥ 0` one has `f = exp(J) g`,
where `g` has zero slope at the nucleus. -/
def RemovesCusp (J f : ℝ → ℝ) : Prop :=
  ∃ g : ℝ → ℝ, (∀ r ≥ 0, f r = Real.exp (J r) * g r) ∧ HasDerivWithinAt g 0 (Ici 0) 0

/-- A twice continuously differentiable function has a differentiable first derivative and a
continuous second derivative. -/
theorem regularity {f : ℝ → ℝ} (hf : ContDiff ℝ 2 f) :
    Differentiable ℝ f ∧ Differentiable ℝ (deriv f) ∧ Continuous (deriv (deriv f)) := by
  have h : ContDiff ℝ (1 + 1) f := by
    rw [one_add_one_eq_two]
    exact hf
  have h' := contDiff_succ_iff_deriv.1 h
  exact ⟨h'.1, contDiff_one_iff_deriv.1 h'.2.2⟩

/-- Cusp condition in channel `l`: the slope of a channel solution at the nucleus is
`-Z/(l+1)` times its value there. -/
theorem cusp_condition {l : ℕ} {Z E : ℝ} {V f : ℝ → ℝ} (hf : IsChannelSolution l Z E V f) :
    deriv f 0 = -Z / (l + 1) * f 0 := by
  obtain ⟨hd, hd', hc⟩ := regularity hf.smooth
  have hid : Tendsto (fun r : ℝ => r) (𝓝[>] 0) (𝓝 0) :=
    tendsto_nhdsWithin_of_tendsto_nhds tendsto_id
  have t0 : Tendsto f (𝓝[>] 0) (𝓝 (f 0)) :=
    tendsto_nhdsWithin_of_tendsto_nhds (hd.continuous.tendsto 0)
  have t1 : Tendsto (deriv f) (𝓝[>] 0) (𝓝 (deriv f 0)) :=
    tendsto_nhdsWithin_of_tendsto_nhds (hd'.continuous.tendsto 0)
  have t2 : Tendsto (deriv (deriv f)) (𝓝[>] 0) (𝓝 (deriv (deriv f) 0)) :=
    tendsto_nhdsWithin_of_tendsto_nhds (hc.tendsto 0)
  -- the left side of the radial equation has a limit at the nucleus, and it vanishes
  have hL : Tendsto (fun r => r * deriv (deriv f) r + 2 * ((l : ℝ) + 1) * deriv f r
      + 2 * (r * E - r * V r) * f r) (𝓝[>] 0)
      (𝓝 (0 * deriv (deriv f) 0 + 2 * ((l : ℝ) + 1) * deriv f 0
        + 2 * (0 * E - -Z) * f 0)) :=
    ((hid.mul t2).add (t1.const_mul (2 * ((l : ℝ) + 1)))).add
      ((((hid.mul_const E).sub hf.charge).const_mul 2).mul t0)
  have h0 : Tendsto (fun r => r * deriv (deriv f) r + 2 * ((l : ℝ) + 1) * deriv f r
      + 2 * (r * E - r * V r) * f r) (𝓝[>] 0) (𝓝 0) := by
    refine tendsto_const_nhds.congr' ?_
    filter_upwards [self_mem_nhdsWithin] with r hr
    linear_combination -(hf.eqn r hr)
  have key := tendsto_nhds_unique hL h0
  have hl : (l : ℝ) + 1 ≠ 0 := by positivity
  field_simp
  linear_combination key / 2

/-- For a channel solution that is nonzero at the nucleus, a Jastrow exponent with slope `j`
there removes the cusp exactly when `j = -Z/(l+1)`. -/
theorem removesCusp_iff {l : ℕ} {Z E j : ℝ} {V f J : ℝ → ℝ}
    (hf : IsChannelSolution l Z E V f) (h0 : f 0 ≠ 0) (hJ : HasDerivWithinAt J j (Ici 0) 0) :
    RemovesCusp J f ↔ j = -Z / (l + 1) := by
  have hfd : HasDerivWithinAt f (deriv f 0) (Ici 0) 0 :=
    ((regularity hf.smooth).1 0).hasDerivAt.hasDerivWithinAt
  have hcusp := cusp_condition hf
  constructor
  · rintro ⟨g, hfg, hg⟩
    -- the product rule gives a second expression for the slope of `f`
    have hp : HasDerivWithinAt f
        (Real.exp (J 0) * j * g 0 + Real.exp (J 0) * 0) (Ici 0) 0 :=
      (hJ.exp.mul hg).congr (fun r hr => hfg r hr) (hfg 0 le_rfl)
    have u : UniqueDiffWithinAt ℝ (Ici (0 : ℝ)) 0 := uniqueDiffOn_Ici 0 0 self_mem_Ici
    have e := (hfd.derivWithin u).symm.trans (hp.derivWithin u)
    apply mul_right_cancel₀ h0
    linear_combination hcusp - e + j * hfg 0 le_rfl
  · intro hj
    refine ⟨fun r => Real.exp (-J r) * f r, ?_, ?_⟩
    · intro r _
      show f r = Real.exp (J r) * (Real.exp (-J r) * f r)
      rw [← mul_assoc, ← Real.exp_add, add_neg_cancel, Real.exp_zero, one_mul]
    · refine (hJ.neg.exp.mul hfd).congr_deriv ?_
      rw [hcusp, hj]
      ring

/-- Two channel solutions, both nonzero at the nucleus, admit one common cusp-removing Jastrow
factor with differentiable exponent there if and only if `Z_l/(l+1) = Z_m/(m+1)`. -/
theorem common_jastrow_iff {l m : ℕ} {Zl Zm El Em : ℝ} {Vl Vm fl fm : ℝ → ℝ}
    (hl : IsChannelSolution l Zl El Vl fl) (hm : IsChannelSolution m Zm Em Vm fm)
    (hl0 : fl 0 ≠ 0) (hm0 : fm 0 ≠ 0) :
    (∃ J : ℝ → ℝ, DifferentiableWithinAt ℝ J (Ici 0) 0 ∧ RemovesCusp J fl ∧ RemovesCusp J fm)
      ↔ Zl / (l + 1) = Zm / (m + 1) := by
  constructor
  · rintro ⟨J, hJ, h1, h2⟩
    have a := (removesCusp_iff hl hl0 hJ.hasDerivWithinAt).1 h1
    have b := (removesCusp_iff hm hm0 hJ.hasDerivWithinAt).1 h2
    linear_combination b - a
  · intro h
    -- a linear exponent with the common slope suffices
    have hJ : HasDerivWithinAt (fun r : ℝ => -Zl / (l + 1) * r) (-Zl / (l + 1)) (Ici 0) 0 :=
      (((hasDerivAt_id' (0 : ℝ)).const_mul (-Zl / ((l : ℝ) + 1))).congr_deriv
        (mul_one _)).hasDerivWithinAt
    exact ⟨_, hJ.differentiableWithinAt, (removesCusp_iff hl hl0 hJ).2 rfl,
      (removesCusp_iff hm hm0 hJ).2 (by linear_combination -h)⟩

end

end CommonJastrowIff
```

Compiling this gives:

```
Main.lean:101:4: error: ring failed, ring expressions not equal
l m : ℕ
Zl Zm El Em : ℝ
Vl Vm fl fm : ℝ → ℝ
hl : IsChannelSolution l Zl El Vl fl
hm : IsChannelSolution m Zm Em Vm fm
hl0 : fl 0 ≠ 0
hm0 : fm 0 ≠ 0
J : ℝ → ℝ
hJ : DifferentiableWithinAt ℝ J (Ici 0) 0
h1 : RemovesCusp J fl
h2 : RemovesCusp J fm
a : derivWithin J (Ici 0) 0 = -Zl / (↑l + 1)
b : derivWithin J (Ici 0) 0 = -Zm / (↑m + 1)
⊢ Zl * (1 + ↑l)⁻¹ * 2 - Zm * (1 + ↑m)⁻¹ * 2 = 0
```

As a diff, the version that Lean accepts:

```diff
@@ -99,5 +99,5 @@
     have a := (removesCusp_iff hl hl0 hJ.hasDerivWithinAt).1 h1
     have b := (removesCusp_iff hm hm0 hJ.hasDerivWithinAt).1 h2
-    linear_combination b - a
+    linear_combination a - b
   · intro h
     -- a linear exponent with the common slope suffices
```

Cause. The error is one of sign, in the forward direction. The hypotheses `a` and `b` say that the same slope of J equals `-Zl/(l+1)` and `-Zm/(m+1)`. `linear_combination` subtracts the given combination of hypotheses from the goal, left side minus right side in each, and asks `ring` to show that the result is zero.

In `b - a` the slope cancels, but what remains is `Zm/(m+1) - Zl/(l+1)`, the negative of the goal's difference `Zl/(l+1) - Zm/(m+1)`. Subtracting it therefore doubles that difference instead of cancelling it, which is why each term in the message carries a factor 2. `ring` cannot prove that this expression is zero, since it does not follow from algebra alone.

With `a - b` the remainder is exactly the goal's difference, so the subtraction gives zero and `ring` succeeds. The hypotheses were sufficient all along; only their order in the subtraction had to change.
